# Spherical tensor operators of different rank are trace-orthogonal for Hermitian angular momentum matrices

To find the coefficient of a rank-2 tensor component in a spin Hamiltonian, I multiply the Hamiltonian by the adjoint of that component, take the trace and divide by the component's squared norm. My example is a spin-1 centre with axial splitting D and a field term b along z, both in energy units:

H = D Sz² + b Sz

For ranks 0, 1 and 2 I use the identity 1, Sz and Q = 3Sz² − 2·1. The recipe works only if these three have no trace overlap with each other. For components with different q I can see why: they shift the magnetic quantum number by different amounts. But all three of mine have q = 0 and are diagonal. What makes their overlaps vanish, and does it still hold for a larger spin and higher ranks?

## Rank as an eigenvalue on the space of operators

It holds for every finite spin S, provided that the rank-2 operator is adapted to the spin: Q = 3Sz² − S(S+1)·1, which is your Q when S = 1. The rank fixes an eigenvalue of a map acting on operators, and that map is self-adjoint for the inner product tr(X†Y). Eigenoperators with different eigenvalues are then orthogonal, just as eigenvectors of a Hermitian matrix are.

With ħ = 1 and Hermitian matrices J_a, define

C(X) = Σ_a [J_a, [J_a, X]]

For one Hermitian matrix A, cyclicity of the trace gives

tr([A,X]†Y) = tr(X†AY) − tr(AX†Y) = tr(X†AY) − tr(X†YA) = tr(X†[A,Y])

Using this twice for each J_a and summing gives

tr(C(X)†Y) = tr(X†C(Y))

Now let C(T) = λT and C(U) = μU with λ ≠ μ. If T = 0, there is nothing to show. Otherwise put X = Y = T, and write λ̄ for the complex conjugate of λ:

λ̄ tr(T†T) = λ tr(T†T)

Since tr(T†T) is the sum of all |T_ij|², it is positive, so λ is real. Putting X = T and Y = U then gives

(λ − μ) tr(T†U) = 0

and the trace vanishes.

It remains to find the eigenvalue for a spherical tensor of rank k, with components T_q for −k ≤ q ≤ k. With J± = Jx ± iJy and a_q = √(k(k+1) − q(q+1)), these obey

[Jz, T_q] = q T_q

[J₊, T_q] = a_q T_{q+1}

[J₋, T_q] = a_{q−1} T_{q−1}

Expanding J± makes the mixed x–y terms cancel, so that

C(X) = [Jz,[Jz,X]] + ½([J₊,[J₋,X]] + [J₋,[J₊,X]])

Going up and back down multiplies T_q by a_q², and going down and back up multiplies it by a_{q−1}². At q = k and q = −k one of the two steps leaves the multiplet, but its coefficient is zero. Hence

C(T_q) = [q² + ½(k(k+1) − q(q+1) + k(k+1) − q(q−1))] T_q = k(k+1) T_q

The value k(k+1) increases strictly with k = 0, 1, 2, …, so different ranks have different eigenvalues, whatever the values of q.

## The spin-1 Hamiltonian and the scalar case

In your example the three coefficients are

tr(H)/3 = 2D/3

tr(Sz H)/tr(Sz²) = 2b/2 = b

tr(Q H)/tr(Q²) = 2D/6 = D/3

and indeed H = (2D/3)·1 + b Sz + (D/3) Q. The operators 1, Sz and Q are Hermitian; for a general component T_q the adjoint belongs in the trace, and the coefficient is tr(T_q†H)/tr(T_q†T_q). With all q included, this projection separates the ranks in a spin Hamiltonian or a density matrix, as long as the system is described by a finite-dimensional multiplet.

The smallest rank is a useful special case. The identity commutes with everything and is a tensor of rank 0, so every component of rank k ≥ 1 has zero trace. The mean of the energy levels therefore comes from the scalar part alone, here 2D/3. On a one-dimensional space all commutators vanish, and every component of rank k ≥ 1 is zero.

## What the Lean theorems say

Operators are complex square matrices `Matrix n n ℂ` over a finite index set, `ᴴ` is the dagger, and `comm` is the commutator. The name `casimir` stands for the map C on operators, not for the matrix J² that textbooks usually call the Casimir operator.

The general theorem, `trace_orthogonal`, takes any finite family of Hermitian matrices and two eigenoperators with distinct complex eigenvalues `lam` and `mu`. Hermiticity expresses that the J_a are observables and generate unitary transformations, which are rotations when the J_a are angular momentum matrices.

For spherical tensors, `J 0`, `J 1` and `J 2` are Jx, Jy and Jz. The structure `IsSphericalTensor` contains the three commutation relations above, with a_q written as `ladderCoeff k q` and the non-negative square root as phase convention. A tensor is a function on all integers, but only its values for −k ≤ q ≤ k matter. The eigenvalue k(k+1) is derived and is not part of the definition. The relation [Jx,Jy] = iJz is not assumed either, because the argument uses only how the J_a act on the tensors.

`IsSphericalTensor.trace_orthogonal` then gives tr(T_q†U_p) = 0 for ranks k ≠ l and all allowed q and p. It says nothing about two components of the same rank; for different q, the self-adjointness of [Jz, ·] settles that case in the same way. Representing a real magnetic centre by an isolated finite multiplet is a physical approximation that no hypothesis here justifies.

```lean
import Mathlib

open Matrix

namespace SphericalTensorOrthogonality

noncomputable section

variable {n ι : Type*} [Fintype n] [Fintype ι]

/-- The commutator `[A, X]` of two operators. -/
def comm (A X : Matrix n n ℂ) : Matrix n n ℂ := A * X - X * A

/-- The Casimir superoperator `C(X) = ∑ₐ [Jₐ, [Jₐ, X]]`. -/
def casimir (J : ι → Matrix n n ℂ) (X : Matrix n n ℂ) : Matrix n n ℂ :=
  ∑ a, comm (J a) (comm (J a) X)

/-- The raising operator `J₊ = Jx + i Jy`. -/
def raising (J : Fin 3 → Matrix n n ℂ) : Matrix n n ℂ := J 0 + Complex.I • J 1

/-- The lowering operator `J₋ = Jx - i Jy`. -/
def lowering (J : Fin 3 → Matrix n n ℂ) : Matrix n n ℂ := J 0 - Complex.I • J 1

/-- The ladder coefficient `√(k(k+1) - q(q+1))` between the components `q` and `q + 1`,
used for `-k - 1 ≤ q ≤ k`. -/
def ladderCoeff (k : ℕ) (q : ℤ) : ℝ := √((k : ℝ) * (k + 1) - (q : ℝ) * (q + 1))

/-- The components `T q`, `-k ≤ q ≤ k`, form a spherical tensor of rank `k`: they obey the
standard commutation relations with `Jz`, `J₊` and `J₋`. -/
structure IsSphericalTensor (J : Fin 3 → Matrix n n ℂ) (k : ℕ)
    (T : ℤ → Matrix n n ℂ) : Prop where
  weight : ∀ q : ℤ, -(k : ℤ) ≤ q → q ≤ k → comm (J 2) (T q) = (q : ℂ) • T q
  raise : ∀ q : ℤ, -(k : ℤ) ≤ q → q ≤ k →
    comm (raising J) (T q) = (ladderCoeff k q : ℂ) • T (q + 1)
  lower : ∀ q : ℤ, -(k : ℤ) ≤ q → q ≤ k →
    comm (lowering J) (T q) = (ladderCoeff k (q - 1) : ℂ) • T (q - 1)

/-- For Hermitian `Jₐ` the Casimir superoperator is self-adjoint with respect to the
trace inner product `tr(X† Y)`. -/
theorem casimir_selfAdjoint {J : ι → Matrix n n ℂ} (hJ : ∀ a, (J a).IsHermitian)
    (X Y : Matrix n n ℂ) :
    ((casimir J X)ᴴ * Y).trace = (Xᴴ * casimir J Y).trace := by
  -- a single commutator moves across the inner product by cyclicity of the trace
  have key : ∀ a (X Y : Matrix n n ℂ),
      ((comm (J a) X)ᴴ * Y).trace = (Xᴴ * comm (J a) Y).trace := by
    intro a X Y
    have h := Matrix.trace_mul_comm (J a) (Xᴴ * Y)
    simp only [comm, Matrix.conjTranspose_sub, Matrix.conjTranspose_mul, (hJ a).eq,
      Matrix.sub_mul, Matrix.mul_sub, Matrix.trace_sub, Matrix.mul_assoc] at h ⊢
    rw [h]
  simp only [casimir, Matrix.conjTranspose_sum, Matrix.sum_mul, Matrix.mul_sum,
    Matrix.trace_sum, key]

/-- An operator whose squared Hilbert–Schmidt norm `tr(X† X)` vanishes is zero. -/
theorem eq_zero_of_trace_self {X : Matrix n n ℂ} (h : (Xᴴ * X).trace = 0) : X = 0 := by
  have e : (Xᴴ * X).trace = ((∑ i, ∑ j, ‖X j i‖ ^ 2 : ℝ) : ℂ) := by
    simp only [Matrix.trace, Matrix.diag_apply, Matrix.mul_apply, Matrix.conjTranspose_apply]
    push_cast
    exact Finset.sum_congr rfl fun i _ => Finset.sum_congr rfl fun j _ => Complex.conj_mul' _
  have h' := Complex.ofReal_eq_zero.1 (e.symm.trans h)
  ext j i
  have h1 := (Finset.sum_eq_zero_iff_of_nonneg (fun i _ => by positivity)).1 h' i
    (Finset.mem_univ i)
  have h2 := (Finset.sum_eq_zero_iff_of_nonneg (fun j _ => by positivity)).1 h1 j
    (Finset.mem_univ j)
  simpa using h2

/-- For Hermitian `Jₐ`, the Casimir eigenvalue of a nonzero operator is real. -/
theorem casimir_eigenvalue_real {J : ι → Matrix n n ℂ} (hJ : ∀ a, (J a).IsHermitian)
    {T : Matrix n n ℂ} {lam : ℂ} (hT : casimir J T = lam • T) (h0 : T ≠ 0) :
    star lam = lam := by
  have h := casimir_selfAdjoint hJ T T
  rw [hT, Matrix.conjTranspose_smul, Matrix.smul_mul, Matrix.mul_smul, Matrix.trace_smul,
    Matrix.trace_smul, smul_eq_mul, smul_eq_mul] at h
  exact mul_right_cancel₀ (fun h1 => h0 (eq_zero_of_trace_self h1)) h

/-- For Hermitian `Jₐ`, two eigenoperators of the Casimir superoperator with distinct
eigenvalues are trace-orthogonal. -/
theorem trace_orthogonal {J : ι → Matrix n n ℂ} (hJ : ∀ a, (J a).IsHermitian)
    {T U : Matrix n n ℂ} {lam mu : ℂ} (hT : casimir J T = lam • T)
    (hU : casimir J U = mu • U) (hne : lam ≠ mu) : (Tᴴ * U).trace = 0 := by
  by_cases h0 : T = 0
  · simp [h0]
  -- evaluate the same matrix element with C acting to the left and to the right
  have h := casimir_selfAdjoint hJ T U
  rw [hT, hU, Matrix.conjTranspose_smul, Matrix.smul_mul, Matrix.mul_smul, Matrix.trace_smul,
    Matrix.trace_smul, smul_eq_mul, smul_eq_mul, casimir_eigenvalue_real hJ hT h0] at h
  have h2 : (lam - mu) * (Tᴴ * U).trace = 0 := by linear_combination h
  exact (mul_eq_zero.1 h2).resolve_left (sub_ne_zero.2 hne)

/-- The Casimir superoperator in ladder form:
`C(X) = [Jz,[Jz,X]] + ([J₊,[J₋,X]] + [J₋,[J₊,X]])/2`. -/
theorem casimir_ladder (J : Fin 3 → Matrix n n ℂ) (X : Matrix n n ℂ) :
    casimir J X = comm (J 2) (comm (J 2) X) + (1 / 2 : ℂ) •
      (comm (raising J) (comm (lowering J) X) + comm (lowering J) (comm (raising J) X)) := by
  have hl : ∀ (c : ℂ) (A B Y : Matrix n n ℂ),
      comm (A + c • B) Y = comm A Y + c • comm B Y := by
    intro c A B Y
    simp only [comm, Matrix.add_mul, Matrix.mul_add, Matrix.smul_mul, Matrix.mul_smul]
    module
  have hr : ∀ (c : ℂ) (A Y Z : Matrix n n ℂ),
      comm A (Y + c • Z) = comm A Y + c • comm A Z := by
    intro c A Y Z
    simp only [comm, Matrix.add_mul, Matrix.mul_add, Matrix.smul_mul, Matrix.mul_smul]
    module
  have e : lowering J = J 0 + (-Complex.I) • J 1 := by
    unfold lowering
    module
  rw [e, raising, casimir, Fin.sum_univ_three]
  simp only [hl, hr]
  linear_combination (norm := module) Complex.I_mul_I • comm (J 1) (comm (J 1) X)

/-- Every component of a spherical tensor of rank `k` is an eigenoperator of the Casimir
superoperator with eigenvalue `k(k+1)`. -/
theorem IsSphericalTensor.casimir_eq {J : Fin 3 → Matrix n n ℂ} {k : ℕ}
    {T : ℤ → Matrix n n ℂ} (h : IsSphericalTensor J k T) {q : ℤ}
    (h1 : -(k : ℤ) ≤ q) (h2 : q ≤ k) :
    casimir J (T q) = ((k : ℂ) * (k + 1)) • T q := by
  have cs : ∀ (c : ℂ) (A Y : Matrix n n ℂ), comm A (c • Y) = c • comm A Y := by
    intro c A Y
    simp only [comm, Matrix.smul_mul, Matrix.mul_smul, smul_sub]
  have lsq : ∀ p : ℤ, -(k : ℤ) - 1 ≤ p → p ≤ k →
      (ladderCoeff k p : ℂ) ^ 2 = (k : ℂ) * (k + 1) - (p : ℂ) * (p + 1) := by
    intro p hp1 hp2
    have a : (p : ℝ) ≤ k := by exact_mod_cast hp2
    have b : -(k : ℝ) - 1 ≤ p := by exact_mod_cast hp1
    have c : (0 : ℝ) ≤ (k : ℝ) * (k + 1) - (p : ℝ) * (p + 1) := by
      nlinarith [mul_nonneg (sub_nonneg.2 a) (sub_nonneg.2 b)]
    rw [ladderCoeff, ← Complex.ofReal_pow, Real.sq_sqrt c]
    simp
  -- up and back down; at the top component the coefficient vanishes
  have hup : comm (lowering J) (comm (raising J) (T q)) = (ladderCoeff k q : ℂ) ^ 2 • T q := by
    rw [h.raise q h1 h2, cs]
    rcases eq_or_lt_of_le h2 with e | e
    · have z : ladderCoeff k q = 0 := by
        rw [e]
        simp [ladderCoeff]
      simp [z]
    · rw [h.lower (q + 1) (by omega) (by omega), add_sub_cancel_right, smul_smul, sq]
  -- down and back up; at the bottom component the coefficient vanishes
  have hdown : comm (raising J) (comm (lowering J) (T q)) =
      (ladderCoeff k (q - 1) : ℂ) ^ 2 • T q := by
    rw [h.lower q h1 h2, cs]
    rcases eq_or_lt_of_le h1 with e | e
    · have z : ladderCoeff k (q - 1) = 0 := by
        rw [← e, ladderCoeff, Real.sqrt_eq_zero']
        apply le_of_eq
        push_cast
        ring
      simp [z]
    · rw [h.raise (q - 1) (by omega) (by omega), sub_add_cancel, smul_smul, sq]
  rw [casimir_ladder, h.weight q h1 h2, cs, h.weight q h1 h2, hup, hdown,
    lsq q (by omega) h2, lsq (q - 1) (by omega) (by omega)]
  push_cast
  module

/-- For Hermitian `Jx, Jy, Jz`, any component of a spherical tensor of rank `k` is
trace-orthogonal to any component of a spherical tensor of a different rank `l`. -/
theorem IsSphericalTensor.trace_orthogonal {J : Fin 3 → Matrix n n ℂ}
    (hJ : ∀ a, (J a).IsHermitian) {k l : ℕ} (hkl : k ≠ l) {T U : ℤ → Matrix n n ℂ}
    (hT : IsSphericalTensor J k T) (hU : IsSphericalTensor J l U) {q p : ℤ}
    (hq : -(k : ℤ) ≤ q ∧ q ≤ k) (hp : -(l : ℤ) ≤ p ∧ p ≤ l) :
    ((T q)ᴴ * U p).trace = 0 := by
  refine SphericalTensorOrthogonality.trace_orthogonal hJ (hT.casimir_eq hq.1 hq.2)
    (hU.casimir_eq hp.1 hp.2) fun h => ?_
  have h' : k * (k + 1) = l * (l + 1) := by exact_mod_cast h
  rcases lt_or_gt_of_ne hkl with g | g <;> nlinarith

/-- The spin-1/2 matrices `Jx, Jy, Jz`. -/
def spinHalf : Fin 3 → Matrix (Fin 2) (Fin 2) ℂ :=
  ![!![0, 1 / 2; 1 / 2, 0], !![0, -(Complex.I / 2); Complex.I / 2, 0],
    !![1 / 2, 0; 0, -(1 / 2)]]

/-- The components `-J₊, √2 Jz, J₋` for `q = 1, 0, -1` on a spin 1/2, and zero for other `q`. -/
def spinVector (q : ℤ) : Matrix (Fin 2) (Fin 2) ℂ :=
  if q = 1 then !![0, -1; 0, 0]
  else if q = 0 then !![(√2 : ℝ) / 2, 0; 0, -((√2 : ℝ) / 2)]
  else if q = -1 then !![0, 0; 1, 0] else 0

/-- The spin-1/2 matrices are Hermitian, `spinVector` is a spherical tensor of rank one for
them, and the identity is one of rank zero. -/
theorem sphericalTensor_witness :
    (∀ a, (spinHalf a).IsHermitian) ∧ IsSphericalTensor spinHalf 1 spinVector ∧
      IsSphericalTensor spinHalf 0 (fun _ => 1) := by
  have hs : ((√2 : ℝ) : ℂ) * ((√2 : ℝ) : ℂ) = 2 := by
    rw [← Complex.ofReal_mul, Real.mul_self_sqrt (by norm_num)]
    norm_num
  have l1 : ladderCoeff 1 (-2) = 0 := by norm_num [ladderCoeff]
  have l2 : ladderCoeff 1 (-1) = √2 := by norm_num [ladderCoeff]
  have l3 : ladderCoeff 1 0 = √2 := by norm_num [ladderCoeff]
  have l4 : ladderCoeff 1 1 = 0 := by norm_num [ladderCoeff]
  have hr : raising spinHalf = !![0, 1; 0, 0] := by
    ext i j
    fin_cases i <;> fin_cases j <;>
      norm_num [raising, spinHalf, ← mul_div_assoc, Complex.I_mul_I]
  have hl : lowering spinHalf = !![0, 0; 1, 0] := by
    ext i j
    fin_cases i <;> fin_cases j <;>
      norm_num [lowering, spinHalf, ← mul_div_assoc, Complex.I_mul_I]
  refine ⟨?_, ⟨?_, ?_, ?_⟩, ⟨?_, ?_, ?_⟩⟩
  · intro a
    fin_cases a <;> ext i j <;> fin_cases i <;> fin_cases j <;> simp [spinHalf, neg_div]
  · intro q h1 h2
    have hz : spinHalf 2 = !![1 / 2, 0; 0, -(1 / 2)] := rfl
    rw [hz]
    obtain rfl | rfl | rfl : q = -1 ∨ q = 0 ∨ q = 1 := by omega
    all_goals
      ext i j
      fin_cases i <;> fin_cases j <;>
        simp [comm, spinVector] <;> ring
  · intro q h1 h2
    rw [hr]
    obtain rfl | rfl | rfl : q = -1 ∨ q = 0 ∨ q = 1 := by omega
    all_goals
      ext i j
      fin_cases i <;> fin_cases j <;>
        simp [comm, spinVector, l2, l3, l4, ← mul_div_assoc, hs] <;> ring
  · intro q h1 h2
    rw [hl]
    obtain rfl | rfl | rfl : q = -1 ∨ q = 0 ∨ q = 1 := by omega
    all_goals
      ext i j
      fin_cases i <;> fin_cases j <;>
        simp [comm, spinVector, l1, l2, l3, ← mul_div_assoc, hs]
  · intro q h1 h2
    obtain rfl : q = 0 := by omega
    simp [comm]
  · intro q h1 h2
    obtain rfl : q = 0 := by omega
    simp [comm, ladderCoeff]
  · intro q h1 h2
    obtain rfl : q = 0 := by omega
    simp [comm, ladderCoeff]

end

end SphericalTensorOrthogonality
```

```lean
#print axioms SphericalTensorOrthogonality.trace_orthogonal
#print axioms SphericalTensorOrthogonality.IsSphericalTensor.trace_orthogonal
```

```
'SphericalTensorOrthogonality.trace_orthogonal' depends on axioms: [propext, Classical.choice, Quot.sound]
'SphericalTensorOrthogonality.IsSphericalTensor.trace_orthogonal' depends on axioms: [propext, Classical.choice, Quot.sound]
```

## From the trace identity to the ranks

In `casimir_selfAdjoint`, the local statement `key` is the identity for a single commutator. `Matrix.trace_mul_comm` supplies the cyclic step, and the final `simp only` applies `key` twice in every term of the sum.

`eq_zero_of_trace_self` writes tr(X†X) as a sum of squared moduli. If a sum of non-negative terms is zero, each term is zero, so X = 0. `casimir_eigenvalue_real` uses this to cancel the factor tr(T†T). In `trace_orthogonal`, the case T = 0 is treated first; then `linear_combination` produces (λ − μ) tr(T†U) = 0, and the nonzero factor is removed.

`casimir_ladder` is the rewriting of C through J±. The auxiliary facts `hl` and `hr` express linearity of the commutator in each argument, and i² = −1 enters through `Complex.I_mul_I`.

In `IsSphericalTensor.casimir_eq`, `lsq` squares the ladder coefficient. This needs a non-negative radicand, which follows from

k(k+1) − p(p+1) = (k − p)(k + p + 1)

for −k − 1 ≤ p ≤ k. The facts `hup` and `hdown` are the two round trips, each with its edge component treated separately. The last lines add the three contributions to k(k+1).

The theorem for spherical tensors applies the general one to these eigenvalues. If they were equal, k(k+1) = l(l+1) would hold for natural numbers k ≠ l, and `nlinarith` refutes this in both orderings.

Finally, `sphericalTensor_witness` checks a spin-1/2 example entry by entry, which shows that the hypotheses are met by nonzero tensors of ranks 1 and 0. Its rank-1 components −J₊, √2 Jz and J₋ are √2 times the usual spherical components of J, and each satisfies tr(T_q†T_q) = 1. The identity has squared norm 2, so its normalised form is 1/√2 times the identity.
